# A kinetic energy of at least $K\int n^{5/3}$ keeps a Lieb–Oxford-sized exchange-correlation energy from collapsing the density

Spread $N>0$ electrons uniformly, at density $a>0$, and compress them. Let the kinetic energy per electron be $Ka^{2/3}$ and the exchange-correlation energy per electron $-Ca^{1/3}$, with $K,C>0$. With $t=a^{1/3}$ the sum of the two is

$$Kt^2-Ct=K\Big(t-\frac{C}{2K}\Big)^2-\frac{C^2}{4K}\;\ge\;-\frac{C^2}{4K}.$$

Compression makes the attraction stronger, but at high density the kinetic cost grows faster, and the energy per electron has a floor. For a density $n$ that varies in space, the same square appears at every point, weighted by $n$.

## Densities and their three integrals

```lean
import Mathlib

open MeasureTheory

namespace LiebOxfordStability

noncomputable section

variable {α : Type*} [MeasurableSpace α] {μ : Measure α} {n : α → ℝ} {K : ℝ}
```

The last line introduces a space `α` with a measure `μ`, a real function `n` on it and a real number `K`. For electrons, `α` is $\mathbb R^3$ and `μ` is volume, but the theorems hold for any measure.

```lean
/-- A density: a nonnegative function `n` for which `n` and `n^(5/3)` are integrable. -/
structure IsDensity (μ : Measure α) (n : α → ℝ) : Prop where
  nonneg : ∀ x, 0 ≤ n x
  integrable : Integrable n μ
  integrable_kinetic : Integrable (fun x => n x ^ (5 / 3 : ℝ)) μ
```

`IsDensity μ n` is a proposition with three parts: $n\ge 0$ everywhere, $n$ is integrable, and $n^{5/3}$ is integrable. The annotation `(5 / 3 : ℝ)` makes the exponent a real number; among integers, the division would be rounded.

```lean
/-- The particle number `N = ∫ n`. -/
def particleNumber (μ : Measure α) (n : α → ℝ) : ℝ := ∫ x, n x ∂μ
```

This is $N=\int n\,d\mu$. It need not be an integer, and it may be zero.

```lean
/-- The Thomas-Fermi kinetic integral `∫ n^(5/3)`, without its prefactor. -/
def kineticIntegral (μ : Measure α) (n : α → ℝ) : ℝ := ∫ x, n x ^ (5 / 3 : ℝ) ∂μ
```

I write $F=\int n^{5/3}\,d\mu$ for this integral. The constant $K$ is kept separate.

```lean
/-- The Lieb-Oxford integral `∫ n^(4/3)`, without its prefactor. -/
def exchangeIntegral (μ : Measure α) (n : α → ℝ) : ℝ := ∫ x, n x ^ (4 / 3 : ℝ) ∂μ
```

I write $X=\int n^{4/3}\,d\mu$. Despite its name, `exchangeIntegral` is not an exchange energy: it has neither prefactor nor sign.

## The square at one point

```lean
/-- The powers `1`, `4/3` and `5/3` of a nonnegative density value are the third, fourth and
fifth powers of its cube root. -/
theorem rpow_thirds {a : ℝ} (ha : 0 ≤ a) :
    (a ^ (1 / 3 : ℝ)) ^ 3 = a ∧ a ^ (4 / 3 : ℝ) = (a ^ (1 / 3 : ℝ)) ^ 4 ∧
      a ^ (5 / 3 : ℝ) = (a ^ (1 / 3 : ℝ)) ^ 5 := by
  refine ⟨?_, ?_, ?_⟩ <;> rw [← Real.rpow_natCast, ← Real.rpow_mul ha] <;> norm_num
```

For $a\ge0$ and $t=a^{1/3}$ this says $t^3=a$, $a^{4/3}=t^4$ and $a^{5/3}=t^5$. The proof turns whole-number powers into real ones and multiplies exponents, which is allowed because $a\ge0$.

```lean
/-- Completing the square at one point of space: for `K ≠ 0` and a density value `a ≥ 0`, the
local energy plus `C²a/(4K)` is `K a` times a square. -/
theorem completing_square (hK : K ≠ 0) (C : ℝ) {a : ℝ} (ha : 0 ≤ a) :
    K * a ^ (5 / 3 : ℝ) - C * a ^ (4 / 3 : ℝ) + C ^ 2 / (4 * K) * a
      = K * a * (a ^ (1 / 3 : ℝ) - C / (2 * K)) ^ 2 := by
  obtain ⟨h3, h4, h5⟩ := rpow_thirds ha
  -- the identity is polynomial in the cube root of the density
  have key : ∀ t : ℝ, K * t ^ 5 - C * t ^ 4 + C ^ 2 / (4 * K) * t ^ 3
      = K * t ^ 3 * (t - C / (2 * K)) ^ 2 := by
    intro t
    field_simp
    ring
  have h := key (a ^ (1 / 3 : ℝ))
  rw [h3, ← h4, ← h5] at h
  exact h
```

In terms of $t$, the calculation is

$$Kt^5-Ct^4+\frac{C^2}{4K}t^3=Kt^3\Big(t^2-\frac CK t+\frac{C^2}{4K^2}\Big)=Kt^3\Big(t-\frac{C}{2K}\Big)^2.$$

The step `key` proves this for every real $t$: `field_simp` clears the denominators and `ring` compares the polynomials. The powers of $a$ are then put back.

```lean
/-- For every density the Lieb-Oxford integrand `n^(4/3)` is integrable. -/
theorem integrable_exchange (h : IsDensity μ n) :
    Integrable (fun x => n x ^ (4 / 3 : ℝ)) μ := by
  have hb : ∀ x, ‖n x ^ (4 / 3 : ℝ)‖ ≤ n x + n x ^ (5 / 3 : ℝ) := by
    intro x
    have hx := h.nonneg x
    have e := completing_square (K := 1) one_ne_zero 1 hx
    have p : 0 ≤ 1 * n x * (n x ^ (1 / 3 : ℝ) - 1 / (2 * 1)) ^ 2 :=
      mul_nonneg (by linarith) (sq_nonneg _)
    rw [← e] at p
    rw [Real.norm_of_nonneg (Real.rpow_nonneg hx _)]
    norm_num at p ⊢
    linarith
  exact (h.integrable.add h.integrable_kinetic).mono'
    (h.integrable.aestronglyMeasurable.aemeasurable.pow_const _).aestronglyMeasurable
    (Filter.Eventually.of_forall hb)
```

Integrability of $n^{4/3}$ is a consequence of the definition. Setting $K=C=1$ in the square gives

$$0\le a\big(a^{1/3}-\tfrac12\big)^2=a^{5/3}-a^{4/3}+\tfrac14a,$$

hence $a^{4/3}\le a+a^{5/3}$. The bound `hb` states this at each point, and a measurable function dominated by an integrable one is integrable.

## From the square to the energy bound

```lean
/-- For `K ≠ 0` and a density `n`, the energy `K ∫ n^(5/3) - C ∫ n^(4/3)` plus `C²N/(4K)` equals the
integral of `K n (n^(1/3) - C/(2K))²`, and this integrand is integrable. -/
theorem energy_gap (h : IsDensity μ n) (hK : K ≠ 0) (C : ℝ) :
    Integrable (fun x => K * n x * (n x ^ (1 / 3 : ℝ) - C / (2 * K)) ^ 2) μ ∧
    K * kineticIntegral μ n - C * exchangeIntegral μ n + C ^ 2 * particleNumber μ n / (4 * K)
      = ∫ x, K * n x * (n x ^ (1 / 3 : ℝ) - C / (2 * K)) ^ 2 ∂μ := by
  have e : (fun x => K * n x * (n x ^ (1 / 3 : ℝ) - C / (2 * K)) ^ 2)
      = fun x => K * n x ^ (5 / 3 : ℝ) - C * n x ^ (4 / 3 : ℝ) + C ^ 2 / (4 * K) * n x :=
    funext fun x => (completing_square hK C (h.nonneg x)).symm
  have i5 := h.integrable_kinetic.const_mul K
  have i4 := (integrable_exchange h).const_mul C
  have i1 := h.integrable.const_mul (C ^ 2 / (4 * K))
  have i54 : Integrable (fun x => K * n x ^ (5 / 3 : ℝ) - C * n x ^ (4 / 3 : ℝ)) μ := i5.sub i4
  rw [e]
  refine ⟨i54.add i1, ?_⟩
  rw [integral_add i54 i1, integral_sub i5 i4, integral_const_mul, integral_const_mul,
    integral_const_mul]
  unfold kineticIntegral exchangeIntegral particleNumber
  ring
```

Integrating the pointwise identity term by term gives

$$KF-CX+\frac{C^2N}{4K}=\int Kn\Big(n^{1/3}-\frac{C}{2K}\Big)^2d\mu.$$

For $K>0$ the right-hand side is the exact height of the energy above its floor $-C^2N/(4K)$. The theorem also states that its integrand is integrable. In the proof, `i5`, `i4` and `i1` record that the three terms are integrable, which permits splitting the integral.

```lean
/-- Stability: if `K > 0` and the kinetic energy satisfies `T ≥ K ∫ n^(5/3)`, then
`T - C ∫ n^(4/3) ≥ -C²N/(4K)` for every density and every real `C`. -/
theorem stability (h : IsDensity μ n) (hK : 0 < K) (C : ℝ) {T : ℝ}
    (hT : K * kineticIntegral μ n ≤ T) :
    -(C ^ 2 * particleNumber μ n / (4 * K)) ≤ T - C * exchangeIntegral μ n := by
  have g := (energy_gap h hK.ne' C).2
  have p : 0 ≤ ∫ x, K * n x * (n x ^ (1 / 3 : ℝ) - C / (2 * K)) ^ 2 ∂μ :=
    integral_nonneg fun x => mul_nonneg (mul_nonneg hK.le (h.nonneg x)) (sq_nonneg _)
  linarith
```

For $K>0$ the integrand above is nonnegative, so $KF-CX\ge-C^2N/(4K)$. Since $T\ge KF$,

$$T-CX\ge KF-CX\ge-\frac{C^2N}{4K}.$$

Here `g` is the identity, `p` the sign of the integral, and `linarith` combines them with `hT`.

In Lean, `T` is any real number that satisfies `hT`. For electrons, `hT` stands for a Lieb–Thirring inequality: the Pauli principle makes it costly to crowd fermions together, and $K$ measures that cost. The constant $C$ sets the strength of the attraction; the theorem allows it any sign.

## Two consequences

```lean
/-- Interpolation: for every density, `(∫ n^(4/3))² ≤ N ∫ n^(5/3)`. -/
theorem exchange_sq_le (h : IsDensity μ n) :
    exchangeIntegral μ n ^ 2 ≤ particleNumber μ n * kineticIntegral μ n := by
  -- stability for all `C = 2x` says that a quadratic polynomial in `x` is never negative
  have q : ∀ x : ℝ, 0 ≤ particleNumber μ n * (x * x) + (-2 * exchangeIntegral μ n) * x
      + kineticIntegral μ n := by
    intro x
    have s := stability h one_pos (2 * x) (T := kineticIntegral μ n) (by rw [one_mul])
    have r : (2 * x) ^ 2 * particleNumber μ n / (4 * 1) = particleNumber μ n * (x * x) := by
      ring
    rw [r] at s
    linarith
  have d := discrim_le_zero q
  unfold discrim at d
  linarith
```

This is the interpolation inequality $X^2\le NF$. Take $K=1$, $T=F$ and $C=2x$ in the stability bound. Then

$$Nx^2-2Xx+F\ge0\quad\text{for every real }x,$$

so the discriminant $4X^2-4NF$ is at most zero. If $N=0$, the expression is linear in $x$ and can only stay nonnegative when $X=0$, which agrees with the claim. The step `q` is the displayed inequality, and `discrim_le_zero` supplies the conclusion.

```lean
/-- No collapse: if `K > 0`, `T ≥ K ∫ n^(5/3)` and `Exc ≥ -C ∫ n^(4/3)`, then the kinetic energy
is at most twice the sum `T + Exc` plus `C²N/K`. -/
theorem kinetic_le (h : IsDensity μ n) (hK : 0 < K) (C : ℝ) {T Exc : ℝ}
    (hT : K * kineticIntegral μ n ≤ T) (hxc : -(C * exchangeIntegral μ n) ≤ Exc) :
    T ≤ 2 * (T + Exc) + C ^ 2 * particleNumber μ n / K := by
  -- half of the kinetic energy already suffices to control the exchange-correlation energy
  have s := stability h (half_pos hK) C (T := T / 2) (by linarith)
  have r : C ^ 2 * particleNumber μ n / (4 * (K / 2))
      = C ^ 2 * particleNumber μ n / K / 2 := by
    field_simp
    norm_num
  rw [r] at s
  linarith
```

Here `n` is again a density in the sense of `IsDensity`. Now an exchange-correlation energy $E_{xc}$ enters, written `Exc`, with the hypothesis $E_{xc}\ge-CX$. This is the form of the Lieb–Oxford bound, which limits how far correlations between electrons can lower their Coulomb repulsion; it is assumed here. Apply stability to $T/2$ and $K/2$:

$$\frac T2-CX\ge-\frac{C^2N}{2K}.$$

Adding the other half of $T$ gives

$$T+E_{xc}\ge T-CX\ge\frac T2-\frac{C^2N}{2K},$$

and therefore $T\le2(T+E_{xc})+C^2N/K$. At fixed $N$, an upper bound on $T+E_{xc}$ is thus an upper bound on $T$, and through $T\ge KF$ also on $\int n^{5/3}$. In this sense the density cannot collapse.

In density functional theory this concerns the kinetic and exchange-correlation parts of the energy, for states that obey both assumed inequalities. In a molecule, the classical repulsions among the electrons and among the nuclei are nonnegative and can be dropped from a lower bound, but the attraction of the nuclei needs a bound of its own.

## Densities that reach the floor

```lean
/-- Equality case: for `K > 0`, the energy `K ∫ n^(5/3) - C ∫ n^(4/3)` of a density equals
`-C²N/(4K)` exactly when almost everywhere `n` is either `0` or `(C/(2K))³`. -/
theorem saturation_iff (h : IsDensity μ n) (hK : 0 < K) (C : ℝ) :
    K * kineticIntegral μ n - C * exchangeIntegral μ n
        = -(C ^ 2 * particleNumber μ n / (4 * K)) ↔
      ∀ᵐ x ∂μ, n x = 0 ∨ n x = (C / (2 * K)) ^ 3 := by
  obtain ⟨hint, g⟩ := energy_gap h hK.ne' C
  have hpos : 0 ≤ fun x => K * n x * (n x ^ (1 / 3 : ℝ) - C / (2 * K)) ^ 2 :=
    fun x => mul_nonneg (mul_nonneg hK.le (h.nonneg x)) (sq_nonneg _)
  -- the weighted square vanishes at a point exactly for the two listed density values
  have hp : ∀ x, K * n x * (n x ^ (1 / 3 : ℝ) - C / (2 * K)) ^ 2 = 0 ↔
      n x = 0 ∨ n x = (C / (2 * K)) ^ 3 := by
    intro x
    have inj : (n x ^ (1 / 3 : ℝ)) ^ 3 = (C / (2 * K)) ^ 3 ↔
        n x ^ (1 / 3 : ℝ) = C / (2 * K) :=
      (Odd.strictMono_pow (by decide : Odd 3)).injective.eq_iff
    rw [(rpow_thirds (h.nonneg x)).1] at inj
    rw [mul_eq_zero, mul_eq_zero, pow_eq_zero_iff two_ne_zero, sub_eq_zero,
      or_iff_right hK.ne', ← inj]
  rw [← add_eq_zero_iff_eq_neg, g, integral_eq_zero_iff_of_nonneg hpos hint]
  exact Filter.eventually_congr (Filter.Eventually.of_forall hp)
```

The symbol `∀ᵐ x ∂μ` means "for almost every $x$", and `↔` means "exactly when". By the gap formula, $KF-CX$ equals $-C^2N/(4K)$ exactly when the integral of $Kn(n^{1/3}-C/(2K))^2$ is zero. A nonnegative integrable function has integral zero only if it vanishes almost everywhere. At a point, this requires $n=0$ or $n^{1/3}=C/(2K)$, and the latter is the same as $n=(C/(2K))^3$ because cubing is one-to-one on the reals; this is `inj` in the proof. For $C<0$ the second value is negative, which leaves only $n=0$ almost everywhere.

```lean
/-- Droplets: for `K > 0` and `C ≥ 0`, the uniform droplet of density `(C/(2K))³` on a measurable
set of finite measure is a density whose energy equals `-C²N/(4K)`. -/
theorem droplet_saturates {s : Set α} (hs : MeasurableSet s) (hμ : μ s ≠ ⊤) (hK : 0 < K)
    {C : ℝ} (hC : 0 ≤ C) :
    IsDensity μ (s.indicator fun _ => (C / (2 * K)) ^ 3) ∧
    K * kineticIntegral μ (s.indicator fun _ => (C / (2 * K)) ^ 3)
        - C * exchangeIntegral μ (s.indicator fun _ => (C / (2 * K)) ^ 3)
      = -(C ^ 2 * particleNumber μ (s.indicator fun _ => (C / (2 * K)) ^ 3) / (4 * K)) := by
  have e : (fun x => (s.indicator (fun _ => (C / (2 * K)) ^ 3) x) ^ (5 / 3 : ℝ))
      = s.indicator fun _ => ((C / (2 * K)) ^ 3) ^ (5 / 3 : ℝ) := by
    funext x
    by_cases hx : x ∈ s
    · rw [Set.indicator_of_mem hx, Set.indicator_of_mem hx]
    · rw [Set.indicator_of_notMem hx, Set.indicator_of_notMem hx,
        Real.zero_rpow (by norm_num)]
  have hd : IsDensity μ (s.indicator fun _ => (C / (2 * K)) ^ 3) := by
    refine ⟨fun x => Set.indicator_nonneg (fun _ _ => by positivity) x,
      (integrable_indicator_iff hs).2 (integrableOn_const hμ), ?_⟩
    rw [e]
    exact (integrable_indicator_iff hs).2 (integrableOn_const hμ)
  refine ⟨hd, (saturation_iff hd hK C).2 (Filter.Eventually.of_forall fun x => ?_)⟩
  by_cases hx : x ∈ s
  · exact Or.inr (Set.indicator_of_mem hx _)
  · exact Or.inl (Set.indicator_of_notMem hx _)

end

end LiebOxfordStability
```

The expression `s.indicator fun _ => (C / (2 * K)) ^ 3` is a droplet: constant density $(C/(2K))^3$ on the set $s$ and zero elsewhere. The proof first checks that it is a density, using the finite measure of $s$, and then applies the equality case, since only the two permitted values occur. When $C>0$ and $s$ has positive measure, the droplet contains particles, so the constant in $C^2N/(4K)$ cannot be improved for the functional $KF-CX$. Real electrons in $\mathbb R^3$ do not reach the floor this way, because a sharp edge in the density costs infinite kinetic energy.

## Numbers from Thomas–Fermi–Dirac theory

In a Thomas–Fermi–Dirac calculation without spin polarisation, the kinetic energy is $KF$ by definition and the exchange energy is $-CX$. In atomic units,

$$K=\tfrac{3}{10}(3\pi^2)^{2/3}\approx2.871,\qquad C=\tfrac34\Big(\frac3\pi\Big)^{1/3}\approx0.7386.$$

These two terms together therefore never fall below about $-0.0475$ hartree per electron. The droplet that reaches this value has density $(C/(2K))^3\approx0.00213$ electrons per cubic bohr, or a Wigner–Seitz radius of about $4.82$ bohr.

A program can evaluate the integrals as sums $\sum_i w_i\,n_i^{5/3}$ and $\sum_i w_i\,n_i^{4/3}$ over grid points $i$ with weights $w_i$. If the weights are nonnegative, they define a measure on the grid, and nonnegative values $n_i$ on finitely many points form a density for it. The bound then holds for the sums themselves, with $N=\sum_i w_in_i$, however coarse the grid.

```lean
#print axioms LiebOxfordStability.exchange_sq_le
#print axioms LiebOxfordStability.kinetic_le
#print axioms LiebOxfordStability.droplet_saturates
```

```
'LiebOxfordStability.exchange_sq_le' depends on axioms: [propext, Classical.choice, Quot.sound]
'LiebOxfordStability.kinetic_le' depends on axioms: [propext, Classical.choice, Quot.sound]
'LiebOxfordStability.droplet_saturates' depends on axioms: [propext, Classical.choice, Quot.sound]
```
